# The Poisson residual on an N-site ring is at least |Q|/√N when the total charge is Q

Give an iterative Poisson solver a periodic cell whose charges do not add up to zero, and the residual may fall for a while and then stall, or the iteration may break down. More iterations, a better preconditioner or a switch from conjugate gradients to MINRES will not bring the residual to zero, because the equation has no solution. If the tolerance on the true residual norm lies below a certain floor, no potential can meet it. On a one-dimensional ring that floor has a simple closed form.

## The residual floor

Number the sites j = 0, …, N−1, with indices taken modulo N. For a real potential u, the lattice Laplacian L is

(Lu)ⱼ = 2uⱼ − uⱼ₋₁ − uⱼ₊₁.

Let b be the right-hand side, Q = ∑ⱼ bⱼ its total charge, and ‖r‖ = √(∑ⱼ rⱼ²) the Euclidean norm. Grid spacing and electrostatic constants are absorbed into b, so Q is proportional to the physical charge. Then:

- Lu = b has a solution exactly when Q = 0.
- Every u satisfies ‖b − Lu‖ ≥ |Q|/√N.
- Some u attains this bound, and the potentials that do are those whose residual equals Q/N on every site.

If Q ≠ 0, it follows that no sequence of iterates has residual norms tending to zero, whichever method produced it.

## Checking the charge before the solve

A common stopping test is ‖b − Lu‖ ≤ τ‖b‖ for a relative tolerance τ. With b ≠ 0, no potential can pass it when

τ < |Q| / (√N ‖b‖).

Evaluating the right-hand side takes one pass over b and can be done before the first iteration. For a uniform nonzero b the ratio is 1, and no potential does better than u = 0.

The usual remedy is to subtract the mean Q/N from every bⱼ, which makes the system solvable. In periodic electrostatics this is the uniform neutralising background, here in a one-dimensional, finite lattice model. The subtraction also hides a missing ion or a wrong electron count, so it is sensible to report Q first and check that, up to rounding and discretisation errors, it corresponds to the net charge the cell is meant to have.

## From the vanishing sum to the exact minimum

**The Laplacian carries no charge.** Shifting the index around the ring does not change a sum, so

∑ⱼ (Lu)ⱼ = 2∑ⱼ uⱼ − ∑ⱼ uⱼ − ∑ⱼ uⱼ = 0.

If Lu = b, then Q = 0. This is only half of the solvability claim; the converse needs the kernel of L.

**The kernel consists of the constants.** Expanding the squares confirms that

uⱼ(Lu)ⱼ = (uⱼ₊₁ − uⱼ)² + (uⱼ² − uⱼ₊₁²) + (uⱼ₊₁uⱼ − uⱼuⱼ₋₁).

The last two brackets sum to zero around the ring, again by shifting the index. Therefore

∑ⱼ uⱼ(Lu)ⱼ = ∑ⱼ (uⱼ₊₁ − uⱼ)².

If Lu = 0, every square on the right vanishes, neighbouring values agree, and u is constant. Conversely, L sends a constant to 2c − c − c = 0.

**The compensated equation is always solvable.** Write S(u) = ∑ᵢ uᵢ and define a linear map T by

(Tu)ⱼ = (Lu)ⱼ + S(u).

Summing over j gives ∑ⱼ (Tu)ⱼ = N S(u). If Tu = 0, then S(u) = 0, hence Lu = 0, hence u is a constant c. Now Nc = S(u) = 0 gives c = 0. So T is injective, and in finite dimension it is also surjective. For any b, choose u with Tu = b. Summing that equation gives Q = N S(u), so

(Lu)ⱼ = bⱼ − Q/N.

When Q = 0, this is a solution of Lu = b.

**The residual splits.** Let r = b − Lu and q = Q/N. Since L carries no charge, ∑ⱼ rⱼ = Q, and

∑ⱼ (rⱼ − q)² = ∑ⱼ rⱼ² − 2qQ + Nq² = ∑ⱼ rⱼ² − Q²/N.

Rearranged,

‖b − Lu‖² = Q²/N + ∑ⱼ (rⱼ − Q/N)².

The last sum is nonnegative, which gives the bound. It is zero exactly when rⱼ = Q/N for all j, and the solution of the compensated equation has this residual.

**The residual cannot tend to zero.** If residual norms tended to zero while all of them stayed at or above |Q|/√N, then |Q|/√N ≤ 0, which is false for Q ≠ 0.

## The Lean file

```lean
import Mathlib

open Filter Topology

namespace PeriodicPoissonRing

noncomputable section

/-- The lattice Laplacian on a ring of `N` sites,
`(L u) j = 2 u j - u (j - 1) - u (j + 1)`. -/
def ringLaplacian (N : ℕ) : (ZMod N → ℝ) →ₗ[ℝ] (ZMod N → ℝ) where
  toFun u j := 2 * u j - u (j - 1) - u (j + 1)
  map_add' u v := by
    ext j
    simp only [Pi.add_apply]
    ring
  map_smul' c u := by
    ext j
    simp only [Pi.smul_apply, smul_eq_mul, RingHom.id_apply]
    ring

variable {N : ℕ} [NeZero N]

/-- The total charge in the periodic cell. -/
def totalCharge (b : ZMod N → ℝ) : ℝ := ∑ j, b j

/-- The Euclidean norm of the residual `b - L u`. -/
def residualNorm (b u : ZMod N → ℝ) : ℝ :=
  √(∑ j, (b j - ringLaplacian N u j) ^ 2)

/-- The Laplacian of any potential on the ring carries zero total charge. -/
theorem totalCharge_laplacian (u : ZMod N → ℝ) :
    totalCharge (ringLaplacian N u) = 0 := by
  have h1 : ∑ j, u (j + 1) = ∑ j, u j := Equiv.sum_comp (Equiv.addRight (1 : ZMod N)) u
  have h2 : ∑ j, u (j - 1) = ∑ j, u j := Equiv.sum_comp (Equiv.subRight (1 : ZMod N)) u
  change ∑ j, (2 * u j - u (j - 1) - u (j + 1)) = 0
  rw [Finset.sum_sub_distrib, Finset.sum_sub_distrib, h1, h2, ← Finset.mul_sum]
  ring

/-- Summation by parts: the quadratic form of the Laplacian is the sum of the squared
differences between neighbouring sites. -/
theorem laplacian_energy (u : ZMod N → ℝ) :
    ∑ j, u j * ringLaplacian N u j = ∑ j, (u (j + 1) - u j) ^ 2 := by
  have h1 : ∑ j, u (j + 1) ^ 2 = ∑ j, u j ^ 2 :=
    Equiv.sum_comp (Equiv.addRight (1 : ZMod N)) (fun j => u j ^ 2)
  have h2 : ∑ j, u (j + 1) * u j = ∑ j, u j * u (j - 1) := by
    rw [← Equiv.sum_comp (Equiv.addRight (1 : ZMod N)) (fun j => u j * u (j - 1))]
    refine Finset.sum_congr rfl fun j _ => ?_
    change u (j + 1) * u j = u (j + 1) * u (j + 1 - 1)
    rw [add_sub_cancel_right]
  calc ∑ j, u j * ringLaplacian N u j
      = ∑ j, ((u (j + 1) - u j) ^ 2 + (u j ^ 2 - u (j + 1) ^ 2)
          + (u (j + 1) * u j - u j * u (j - 1))) := by
        refine Finset.sum_congr rfl fun j _ => ?_
        change u j * (2 * u j - u (j - 1) - u (j + 1)) = _
        ring
    _ = ∑ j, (u (j + 1) - u j) ^ 2 := by
        rw [Finset.sum_add_distrib, Finset.sum_add_distrib, Finset.sum_sub_distrib,
          Finset.sum_sub_distrib, h1, h2]
        ring

/-- The Laplacian of a potential vanishes exactly when the potential is constant
around the ring. -/
theorem laplacian_eq_zero_iff (u : ZMod N → ℝ) :
    ringLaplacian N u = 0 ↔ ∀ j, u j = u 0 := by
  constructor
  · intro h
    have hE := laplacian_energy u
    simp only [h, Pi.zero_apply, mul_zero, Finset.sum_const_zero] at hE
    -- zero energy forces neighbouring values to agree
    have hstep : ∀ j, u (j + 1) = u j := by
      intro j
      have hj := (Finset.sum_eq_zero_iff_of_nonneg
        (fun i _ => sq_nonneg (u (i + 1) - u i))).1 hE.symm j (Finset.mem_univ j)
      exact sub_eq_zero.1 (pow_eq_zero_iff two_ne_zero |>.1 hj)
    have hnat : ∀ n : ℕ, u (n : ZMod N) = u 0 := by
      intro n
      induction n with
      | zero => rw [Nat.cast_zero]
      | succ n ih => rw [Nat.cast_succ, hstep, ih]
    intro j
    rw [← ZMod.natCast_zmod_val j]
    exact hnat _
  · intro h
    ext j
    change 2 * u j - u (j - 1) - u (j + 1) = 0
    rw [h j, h (j - 1), h (j + 1)]
    ring

/-- For every charge distribution, the Poisson equation with the mean charge subtracted
has a solution. -/
theorem exists_compensated_solution (b : ZMod N → ℝ) :
    ∃ u, ∀ j, ringLaplacian N u j = b j - totalCharge b / N := by
  have hN : (N : ℝ) ≠ 0 := Nat.cast_ne_zero.2 (NeZero.ne N)
  -- adding the total of `u` to each site removes the kernel
  let T : (ZMod N → ℝ) →ₗ[ℝ] (ZMod N → ℝ) :=
    { toFun := fun u j => ringLaplacian N u j + ∑ i, u i
      map_add' := by
        intro u v
        ext j
        simp only [map_add, Pi.add_apply, Finset.sum_add_distrib]
        ring
      map_smul' := by
        intro c u
        ext j
        simp only [map_smul, Pi.smul_apply, smul_eq_mul, RingHom.id_apply, ← Finset.mul_sum]
        ring }
  have hsum : ∀ u c : ZMod N → ℝ, T u = c → (N : ℝ) * ∑ i, u i = ∑ j, c j := by
    intro u c h
    have h0 : ∑ j, ringLaplacian N u j = 0 := totalCharge_laplacian u
    rw [← h]
    change _ = ∑ j, (ringLaplacian N u j + ∑ i, u i)
    rw [Finset.sum_add_distrib, h0, Finset.sum_const, Finset.card_univ, ZMod.card,
      nsmul_eq_mul, zero_add]
  have hinj : Function.Injective T := by
    refine (injective_iff_map_eq_zero T).2 fun u hu => ?_
    have hs : ∑ i, u i = 0 := by
      have h := hsum u 0 hu
      simp only [Pi.zero_apply, Finset.sum_const_zero] at h
      exact (mul_eq_zero.1 h).resolve_left hN
    have hL : ringLaplacian N u = 0 := by
      ext j
      have h : ringLaplacian N u j + ∑ i, u i = 0 := congrFun hu j
      rw [hs, add_zero] at h
      exact h
    have hc := (laplacian_eq_zero_iff u).1 hL
    rw [Finset.sum_congr rfl (fun i _ => hc i), Finset.sum_const, Finset.card_univ,
      ZMod.card, nsmul_eq_mul] at hs
    ext j
    rw [hc j]
    exact (mul_eq_zero.1 hs).resolve_left hN
  obtain ⟨u, hu⟩ := LinearMap.injective_iff_surjective.1 hinj b
  refine ⟨u, fun j => ?_⟩
  have h : ringLaplacian N u j + ∑ i, u i = b j := congrFun hu j
  have hq : totalCharge b / N = ∑ i, u i := by
    rw [totalCharge, ← hsum u b hu, mul_div_cancel_left₀ _ hN]
  rw [hq]
  linarith

/-- The periodic Poisson equation `L u = b` is solvable exactly when the total charge
vanishes. -/
theorem solvable_iff_neutral (b : ZMod N → ℝ) :
    (∃ u, ringLaplacian N u = b) ↔ totalCharge b = 0 := by
  constructor
  · rintro ⟨u, rfl⟩
    exact totalCharge_laplacian u
  · intro h
    obtain ⟨u, hu⟩ := exists_compensated_solution b
    refine ⟨u, ?_⟩
    ext j
    rw [hu j, h, zero_div, sub_zero]

/-- The squared residual splits into a part fixed by the total charge and the squared
residual of the problem with the mean charge subtracted. -/
theorem residual_sq_split (b u : ZMod N → ℝ) :
    ∑ j, (b j - ringLaplacian N u j) ^ 2 = totalCharge b ^ 2 / N
      + ∑ j, (b j - ringLaplacian N u j - totalCharge b / N) ^ 2 := by
  have hN : (N : ℝ) ≠ 0 := Nat.cast_ne_zero.2 (NeZero.ne N)
  have hr : ∑ j, (b j - ringLaplacian N u j) = totalCharge b := by
    have h0 : ∑ j, ringLaplacian N u j = 0 := totalCharge_laplacian u
    rw [Finset.sum_sub_distrib, h0, sub_zero, totalCharge]
  have hexp : ∀ q : ℝ, ∑ j, (b j - ringLaplacian N u j - q) ^ 2
      = ∑ j, (b j - ringLaplacian N u j) ^ 2 - 2 * q * totalCharge b + N * q ^ 2 := by
    intro q
    rw [← hr, Finset.mul_sum, ← Finset.sum_sub_distrib]
    have hc : (N : ℝ) * q ^ 2 = ∑ _j : ZMod N, q ^ 2 := by
      rw [Finset.sum_const, Finset.card_univ, ZMod.card, nsmul_eq_mul]
    rw [hc, ← Finset.sum_add_distrib]
    exact Finset.sum_congr rfl fun j _ => by ring
  rw [hexp]
  field_simp
  ring

/-- Every trial potential leaves a residual of norm at least `|Q| / √N`, where `Q` is the
total charge. -/
theorem residualNorm_ge (b u : ZMod N → ℝ) :
    |totalCharge b| / √(N : ℝ) ≤ residualNorm b u := by
  rw [← Real.sqrt_sq_eq_abs, ← Real.sqrt_div (sq_nonneg _), residualNorm]
  apply Real.sqrt_le_sqrt
  rw [residual_sq_split]
  exact le_add_of_nonneg_right (Finset.sum_nonneg fun j _ => sq_nonneg _)

/-- A trial potential reaches the bound `|Q| / √N` exactly when its residual is the uniform
charge `Q / N` on every site. -/
theorem residualNorm_eq_iff (b u : ZMod N → ℝ) :
    residualNorm b u = |totalCharge b| / √(N : ℝ) ↔
      ∀ j, b j - ringLaplacian N u j = totalCharge b / N := by
  rw [← Real.sqrt_sq_eq_abs, ← Real.sqrt_div (sq_nonneg _), residualNorm,
    Real.sqrt_inj (Finset.sum_nonneg fun j _ => sq_nonneg _) (by positivity),
    residual_sq_split, add_eq_left,
    Finset.sum_eq_zero_iff_of_nonneg (fun j _ => sq_nonneg _)]
  constructor
  · intro h j
    exact sub_eq_zero.1 (pow_eq_zero_iff two_ne_zero |>.1 (h j (Finset.mem_univ j)))
  · intro h j _
    rw [h j, sub_self, zero_pow two_ne_zero]

/-- The smallest residual norm over all potentials is exactly `|Q| / √N`. -/
theorem isLeast_residualNorm (b : ZMod N → ℝ) :
    IsLeast (Set.range (residualNorm b)) (|totalCharge b| / √(N : ℝ)) := by
  constructor
  · obtain ⟨u, hu⟩ := exists_compensated_solution b
    refine ⟨u, (residualNorm_eq_iff b u).2 fun j => ?_⟩
    rw [hu j]
    ring
  · rintro _ ⟨u, rfl⟩
    exact residualNorm_ge b u

/-- In a charged cell, no sequence of iterates has residual norms tending to zero. -/
theorem charged_cell_never_converges (b : ZMod N → ℝ) (hQ : totalCharge b ≠ 0)
    (u : ℕ → ZMod N → ℝ) :
    ¬ Tendsto (fun k => residualNorm b (u k)) atTop (𝓝 0) := by
  intro h
  have hle : |totalCharge b| / √(N : ℝ) ≤ 0 :=
    ge_of_tendsto' h fun k => residualNorm_ge b (u k)
  have hpos : 0 < |totalCharge b| / √(N : ℝ) :=
    div_pos (abs_pos.2 hQ) (Real.sqrt_pos.2 (Nat.cast_pos.2 (NeZero.pos N)))
  exact not_le_of_gt hpos hle

end

end PeriodicPoissonRing
```

```lean
#print axioms PeriodicPoissonRing.totalCharge_laplacian
#print axioms PeriodicPoissonRing.solvable_iff_neutral
#print axioms PeriodicPoissonRing.isLeast_residualNorm
#print axioms PeriodicPoissonRing.charged_cell_never_converges
```

```
'PeriodicPoissonRing.totalCharge_laplacian' depends on axioms: [propext, Classical.choice, Quot.sound]
'PeriodicPoissonRing.solvable_iff_neutral' depends on axioms: [propext, Classical.choice, Quot.sound]
'PeriodicPoissonRing.isLeast_residualNorm' depends on axioms: [propext, Classical.choice, Quot.sound]
'PeriodicPoissonRing.charged_cell_never_converges' depends on axioms: [propext, Classical.choice, Quot.sound]
```

## How the Lean statements describe the ring

A charge distribution or a potential is a function `ZMod N → ℝ`. Arithmetic in `ZMod N` wraps around, so `j - 1` and `j + 1` are the periodic neighbours and no boundary case appears. `ringLaplacian N` is a real linear map with the sign convention above, for which the quadratic form is nonnegative. `totalCharge b` is Q, and `residualNorm b u` is ‖b − Lu‖.

The hypothesis `[NeZero N]` requires at least one site, so the theorems cover all rings with N ≥ 3 and also the two smallest sizes. For N = 2 both neighbours of a site are the same site, counted twice; for N = 1 the operator is zero.

`solvable_iff_neutral` is the solvability criterion and `residualNorm_ge` the bound. `residualNorm_eq_iff` characterises equality. `isLeast_residualNorm` says that |Q|/√N belongs to the set of achievable residual norms and lies below all of them. In `charged_cell_never_converges`, the iterates are an arbitrary sequence `u : ℕ → ZMod N → ℝ`, with no recurrence assumed. The name refers to residual norms tending to zero; the potentials themselves may still converge, for example to one that attains the floor. Conjugate gradients and MINRES are therefore covered for as long as they produce iterates, but neither algorithm is defined in the file.

The norm is written out as a square root of a sum of squares for a reason. Mathlib's built-in norm on the function type `ZMod N → ℝ` is the maximum norm, not the Euclidean one. Using `‖·‖` there would make the stated bound false for Q ≠ 0 and N ≥ 2, since a uniform residual Q/N has maximum norm only |Q|/N.

## How the lemmas follow the derivation

`totalCharge_laplacian` performs the index shifts with `Equiv.sum_comp`, which says that a sum is unchanged when its index is permuted. `laplacian_energy` does the summation by parts: `ring` checks the three-bracket expansion site by site, and the shifted sums then cancel.

`laplacian_eq_zero_iff` identifies the kernel. A vanishing sum of squares forces each term to vanish, which gives `hstep`, the equality of neighbouring values. Induction in `hnat` carries this equality from site 0 around the ring.

`exists_compensated_solution` builds T. Its step `hsum` is the summed equation, `hinj` is injectivity, and `LinearMap.injective_iff_surjective` supplies the finite-dimensional argument. `solvable_iff_neutral` combines this result, at Q = 0, with the vanishing sum.

`residual_sq_split` first expands the shifted squares for an arbitrary q, in `hexp`, and then sets q = Q/N. The bound follows by writing |Q|/√N as √(Q²/N) and using that the square root is monotone. The equality case compares the arguments of the two square roots and again uses that a sum of squares vanishes only term by term. For the last theorem, `ge_of_tendsto'` passes the uniform lower bound to the limit, where it contradicts positivity.

## Rounding, convergence rates and other grids

The theorems concern exact real arithmetic and the true residual b − Lu. A solver that updates its residual by recurrence may, in floating point, report a number that has drifted away from the true one, and the bound does not apply to that number. The theorems also give no convergence rate for a neutral cell, and they do not say that a particular method reaches the floor in a charged one. Nor do they justify the neutralising background as physics: they show that the compensated equation has a solution, not that its energy describes the charged system of interest.

The geometry is a single ring with the three-point stencil. A more abstract model would start from a symmetric operator on a finite-dimensional Euclidean space whose kernel is spanned by one unit vector e. The floor would then be |⟨e, b⟩|, the size of the component of b along e. This version would also apply to a connected periodic grid in three dimensions, with N replaced by the number of grid points, but the kernel would have to be identified separately for each stencil. On the ring, the summation by parts does that work.
